# Plane waves are eigenvectors of the quadratic-phase propagator on a ring with an even number of sites

A single free particle lives on a ring of N sites, with N even and positive, and its one-step propagator from site y to site x is N^(-1/2) exp(iπ(x−y)²/N). The lemma says that this matrix sends the plane wave exp(2πikx/N), for any integer k, to a multiple of itself. The multiplier is exp(−iπk²/N) times the sum of the propagator's entries in the row of site 0, a sum that does not depend on k; the plane wave is unnormalised, which does not affect the eigenvalue. The proof completes the square in each term of the matrix-vector product, takes the common factor out of the sum, and then shifts the summation variable round the ring.

The failing Lean file:

```lean
import Mathlib

open Matrix

namespace FiniteLatticePropagator

noncomputable section

/-- The free-particle phase `exp(iπa²/N)` for an integer displacement `a`. -/
def chirp (N : ℕ) (a : ℤ) : ℂ :=
  Complex.exp (Real.pi * Complex.I * (a : ℂ) ^ 2 / N)

/-- The one-step propagator on a ring of `N` sites, computed from the
representatives `0, …, N - 1` of the two sites. -/
def kernel (N : ℕ) : Matrix (ZMod N) (ZMod N) ℂ :=
  fun x y => ((√(N : ℝ) : ℝ) : ℂ)⁻¹ * chirp N ((x.val : ℤ) - (y.val : ℤ))

/-- The lattice plane wave `exp(2πikx/N)` with integer wave number `k`. -/
def planeWave (N : ℕ) [NeZero N] (k : ℤ) (x : ZMod N) : ℂ :=
  ZMod.stdAddChar ((k : ZMod N) * x)

/-- For even `N`, the phase depends only on the displacement modulo `N`. -/
theorem chirp_congr (N : ℕ) [NeZero N] (hN : Even N) {a b : ℤ}
    (h : (a : ZMod N) = (b : ZMod N)) : chirp N a = chirp N b := by
  obtain ⟨k, hk⟩ := (ZMod.intCast_eq_intCast_iff_dvd_sub a b N).1 h
  obtain ⟨m, hm⟩ := hN
  have hN0 : (N : ℂ) ≠ 0 := Nat.cast_ne_zero.2 (NeZero.ne N)
  have hNm : (N : ℂ) = 2 * m := by
    rw [two_mul]
    exact_mod_cast hm
  have hb : b = a + N * k := by linarith
  have e : (b : ℂ) = a + N * k := by
    rw [hb]
    push_cast
    rfl
  have e2 : Real.pi * Complex.I * ((a : ℂ) + N * k) ^ 2 / N =
      Real.pi * Complex.I * (a : ℂ) ^ 2 / N +
        Real.pi * Complex.I * (2 * a * k + N * (k : ℂ) ^ 2) := by
    field_simp
    ring
  -- the two exponents differ by an integer multiple of 2πi
  rw [chirp, chirp, Complex.exp_eq_exp_iff_exists_int]
  refine ⟨-(a * k + m * k ^ 2), ?_⟩
  rw [e]
  push_cast
  linear_combination -e2 - Real.pi * Complex.I * (k : ℂ) ^ 2 * hNm

/-- The propagator is given by `N^(-1/2) exp(iπ(a-b)²/N)` for all integer
representatives `a`, `b` of the two sites exactly when `N` is even. -/
theorem kernel_wellDefined_iff_even (N : ℕ) [NeZero N] :
    (∀ a b : ℤ, kernel N (a : ZMod N) (b : ZMod N) =
      ((√(N : ℝ) : ℝ) : ℂ)⁻¹ * chirp N (a - b)) ↔ Even N := by
  have hN0 : (N : ℂ) ≠ 0 := Nat.cast_ne_zero.2 (NeZero.ne N)
  constructor
  · intro H
    have hpos : (0 : ℝ) < N := Nat.cast_pos.2 (NeZero.pos N)
    have hs : ((√(N : ℝ) : ℝ) : ℂ) ≠ 0 :=
      Complex.ofReal_ne_zero.2 (Real.sqrt_pos.2 hpos).ne'
    -- compare the representatives N and 0 of the same site
    have h := H (N : ℤ) 0
    have h0 : kernel N ((N : ℤ) : ZMod N) ((0 : ℤ) : ZMod N) =
        ((√(N : ℝ) : ℝ) : ℂ)⁻¹ * 1 := by
      simp [kernel, chirp]
    rw [h0] at h
    have h1 := mul_left_cancel₀ (inv_ne_zero hs) h
    have h2 : chirp N ((N : ℤ) - 0) = (-1) ^ N := by
      rw [← Complex.exp_pi_mul_I, ← Complex.exp_nat_mul, chirp, sub_zero]
      congr 1
      push_cast
      field_simp
    rw [h2] at h1
    exact (neg_one_pow_eq_one_iff_even (by norm_num : (-1 : ℂ) ≠ 1)).1 h1.symm
  · intro hN a b
    rw [kernel, chirp_congr N hN (b := a - b)]
    simp

/-- For even `N`, one step multiplies the plane wave of wave number `k` by
`exp(-iπk²/N)` times a factor independent of `k`. -/
theorem kernel_mulVec_planeWave (N : ℕ) [NeZero N] (hN : Even N) (k : ℤ) :
    kernel N *ᵥ planeWave N k =
      ((∑ y, kernel N 0 y) *
        Complex.exp (-(Real.pi * Complex.I * (k : ℂ) ^ 2 / N))) • planeWave N k := by
  have hK := (kernel_wellDefined_iff_even N).2 hN
  have hp : ∀ b : ℤ, planeWave N k (b : ZMod N) =
      Complex.exp (2 * Real.pi * Complex.I * ((k * b : ℤ) : ℂ) / N) := by
    intro b
    rw [planeWave, ← Int.cast_mul, ZMod.stdAddChar_coe]
  ext x
  -- complete the square in the exponent
  have key : ∀ y : ZMod N, kernel N x y * planeWave N k y =
      kernel N 0 (y + ((k : ZMod N) - x)) *
        (Complex.exp (-(Real.pi * Complex.I * (k : ℂ) ^ 2 / N)) * planeWave N k x) := by
    intro y
    obtain ⟨a, rfl⟩ := ZMod.intCast_surjective x
    obtain ⟨b, rfl⟩ := ZMod.intCast_surjective y
    have h0 : kernel N 0 ((b : ZMod N) + ((k : ZMod N) - (a : ZMod N))) =
        kernel N ((0 : ℤ) : ZMod N) ((b + (k - a) : ℤ) : ZMod N) := by simp
    have hq : chirp N (a - b) *
        Complex.exp (2 * Real.pi * Complex.I * ((k * b : ℤ) : ℂ) / N) =
        chirp N (0 - (b + (k - a))) *
          (Complex.exp (-(Real.pi * Complex.I * (k : ℂ) ^ 2 / N)) *
            Complex.exp (2 * Real.pi * Complex.I * ((k * a : ℤ) : ℂ) / N)) := by
      simp only [chirp, ← Complex.exp_add]
      congr 1
      push_cast
      ring
    rw [h0, hK, hK, hp, hp, mul_assoc, hq, ← mul_assoc]
  change ∑ y, kernel N x y * planeWave N k y = _ * planeWave N k x
  rw [Finset.sum_congr rfl (fun y _ => key y), ← Finset.sum_mul, mul_assoc]
  congr 1
  exact Equiv.sum_comp (Equiv.addRight ((k : ZMod N) - x)) (fun y => kernel N 0 y)

end

end FiniteLatticePropagator
```

Messages:

```
Main.lean:111:2: error: Type mismatch
  Equiv.sum_comp (Equiv.addRight (↑k - x)) fun y => kernel N 0 y
has type
  ∑ i, kernel N 0 ((Equiv.addRight (↑k - x)) i) = ∑ i, kernel N 0 i
but is expected to have type
  ∑ i, kernel N 0 (i + (↑k - x)) = (∑ y, kernel N 0 y) * Complex.exp (-(↑Real.pi * (Complex.I * ↑k ^ 2) / ↑N))
```

Lean accepts the file once it reads:

```diff
@@ -107,7 +107,9 @@
     rw [h0, hK, hK, hp, hp, mul_assoc, hq, ← mul_assoc]
   change ∑ y, kernel N x y * planeWave N k y = _ * planeWave N k x
-  rw [Finset.sum_congr rfl (fun y _ => key y), ← Finset.sum_mul, mul_assoc]
-  congr 1
-  exact Equiv.sum_comp (Equiv.addRight ((k : ZMod N) - x)) (fun y => kernel N 0 y)
+  -- translating the summation variable leaves the sum unchanged
+  have hsum : ∑ y, kernel N 0 (y + ((k : ZMod N) - x)) = ∑ y, kernel N 0 y :=
+    Equiv.sum_comp (Equiv.addRight ((k : ZMod N) - x)) (fun y => kernel N 0 y)
+  rw [Finset.sum_congr rfl (fun y _ => key y), ← Finset.sum_mul, hsum]
+  exact (mul_assoc _ _ _).symm
 
 end
```

Write S′ for the shifted sum, S for the unshifted one, E for the exponential and P for the plane wave at `x`. After `← Finset.sum_mul` the goal is S′ * (E * P) = (S * E) * P. The bare `mul_assoc` was meant to regroup the right side, but it rewrote a product inside the exponential instead: the message shows `↑Real.pi * (Complex.I * ↑k ^ 2)`. The right side therefore stayed grouped as (S * E) * P, and `congr 1` matched S′ with S * E. That is the expected type in the error, whereas `Equiv.sum_comp` proves only S′ = S.

The repair states S′ = S separately as `hsum`, proved by the same `Equiv.sum_comp` term. Lean accepts it there, so the displayed `Equiv.addRight` was not the obstacle. Rewriting with `hsum` leaves S * (E * P) = (S * E) * P, which `(mul_assoc _ _ _).symm` closes because `exact` matches it against the whole equation, not a product inside it. `congr 1` is no longer needed. The added comment is mere tidying.
